# The Obara–Saika recurrence for one-dimensional Gaussian overlap integrals

## Powers that stop at zero

Powers are taken here as natural numbers, with subtraction that stops at zero: \(0-1\) is read as \(0\). A recurrence that lowers a power can then be stated without a separate case for power zero, because each lowered term is multiplied by the old power and vanishes when that power is zero.

## Overlaps of Gaussian primitives

An unnormalised primitive with exponent \(\alpha>0\), centre \(A\) and power \(a\) is \((x-A)^a e^{-\alpha(x-A)^2}\). Multiply it by a second one, with exponent \(\beta>0\), centre \(B\) and power \(b\). With \(p=\alpha+\beta\) and \(P=(\alpha A+\beta B)/p\), completing the square gives

\[
\alpha(x-A)^2+\beta(x-B)^2=p(x-P)^2+\frac{\alpha\beta}{p}(A-B)^2 .
\]

The overlap is therefore \(K\,S(a,b)\), where \(K=e^{-\alpha\beta(A-B)^2/p}\) does not depend on the powers and

\[
S(a,b)=\int_{-\infty}^{\infty} f_{a,b}(x)\,dx,\qquad f_{a,b}(x)=(x-A)^a(x-B)^b e^{-p(x-P)^2}.
\]

Such recurrences can fill the overlap matrix of a Hartree–Fock calculation in a Cartesian Gaussian basis; the result here covers one Cartesian factor of a primitive overlap, not kinetic, nuclear-attraction or electron-repulsion integrals.

## The recurrence from a total derivative

For \(p>0\) and any real \(A,B,P\), the claim is

\[
S(a+1,b)=(P-A)S(a,b)+\frac{a\,S(a-1,b)+b\,S(a,b-1)}{2p}.
\]

Differentiate \(f_{a,b}\) and write \(x-P=(x-A)-(P-A)\):

\[
f_{a,b}'=a f_{a-1,b}+b f_{a,b-1}-2p f_{a+1,b}+2p(P-A)f_{a,b}.
\]

A polynomial times a decaying Gaussian is integrable and vanishes at both ends, so the left side integrates to zero. Dividing by \(2p\) gives the claim.

Exchanging the centres together with their powers gives the same formula for \(S(a,b+1)\), with \(P-B\) in place of \(P-A\). Subtracting the two leaves the horizontal transfer relation

\[
S(a,b+1)=S(a+1,b)+(A-B)S(a,b).
\]

Shifting \(x\) by \(P\) gives the start value \(S(0,0)=\sqrt{\pi/p}\). The \(b\)-recurrence then fixes the row \(a=0\), and the \(a\)-recurrence fixes each further row from earlier ones.

## Two p-type functions, and coincident centres

Take \(\alpha=\beta=\tfrac12\), \(A=0\), \(B=1\), so \(p=1\) and \(P=\tfrac12\). Then \(S(0,0)=\sqrt\pi\), \(S(0,1)=-\tfrac12\sqrt\pi\), and

\[
S(1,1)=\tfrac12\left(-\tfrac12\sqrt\pi\right)+\tfrac12\sqrt\pi=\tfrac14\sqrt\pi .
\]

The primitive overlap is \(e^{-1/4}\sqrt\pi/4\). Each function has squared norm \(\sqrt\pi/2\), so the normalised overlap is \(e^{-1/4}/2\approx0.389\).

If \(A=B=P\), the recurrence at \(b=0\) reduces to \(S(a+1,0)=a\,S(a-1,0)/(2p)\). Odd moments vanish, and \(S(2,0)=\sqrt{\pi/p}/(2p)\).

## The statement in Lean

`chargeDist` is \(f_{a,b}\), and `overlap` is \(S(a,b)\). `primitive`, `primitiveOverlap` and `center` are the unnormalised function, the overlap of two such functions, and the weighted centre. In `obara_saika`, \(P\) is arbitrary; `obara_saika_primitive` sets it to the weighted centre and assumes both exponents positive.

```lean
import Mathlib

open MeasureTheory Real

namespace ObaraSaikaOverlap

noncomputable section

/-- The one-dimensional overlap distribution `(x-A)^a (x-B)^b exp(-p(x-P)^2)`. -/
def chargeDist (p A B P : ℝ) (a b : ℕ) (x : ℝ) : ℝ :=
  (x - A) ^ a * (x - B) ^ b * exp (-p * (x - P) ^ 2)

/-- The overlap integral `S(a,b)`: the overlap distribution integrated over the real line. -/
def overlap (p A B P : ℝ) (a b : ℕ) : ℝ := ∫ x, chargeDist p A B P a b x

/-- An unnormalised Gaussian primitive of exponent `α`, centre `A` and power `a`. -/
def primitive (α A : ℝ) (a : ℕ) (x : ℝ) : ℝ := (x - A) ^ a * exp (-α * (x - A) ^ 2)

/-- The overlap integral of two Gaussian primitives. -/
def primitiveOverlap (α β A B : ℝ) (a b : ℕ) : ℝ :=
  ∫ x, primitive α A a x * primitive β B b x

/-- The exponent-weighted centre of two Gaussians. -/
def center (α β A B : ℝ) : ℝ := (α * A + β * B) / (α + β)

/-- The overlap distribution is integrable for all powers when `p > 0`. -/
theorem integrable_chargeDist {p : ℝ} (hp : 0 < p) (A B P : ℝ) (a b : ℕ) :
    Integrable (chargeDist p A B P a b) := by
  -- Centre the Gaussian at the origin and raise the powers one at a time.
  have key : ∀ (c d : ℝ) (a b n : ℕ),
      Integrable (fun x : ℝ => x ^ n * (x - c) ^ a * (x - d) ^ b * exp (-p * x ^ 2)) := by
    intro c d a b
    induction a with
    | zero =>
      induction b with
      | zero =>
        intro n
        have hn : (-1 : ℝ) < (n : ℝ) := by
          have : (0 : ℝ) ≤ (n : ℝ) := Nat.cast_nonneg n
          linarith
        have h := integrable_rpow_mul_exp_neg_mul_sq hp hn
        simpa [Real.rpow_natCast] using h
      | succ b ih =>
        intro n
        refine ((ih (n + 1)).sub ((ih n).const_mul d)).congr
          (Filter.Eventually.of_forall fun x => ?_)
        simp only [Pi.sub_apply]
        ring
    | succ a ih =>
      intro n
      refine ((ih (n + 1)).sub ((ih n).const_mul c)).congr
        (Filter.Eventually.of_forall fun x => ?_)
      simp only [Pi.sub_apply]
      ring
  refine ((key (A - P) (B - P) a b 0).comp_sub_right P).congr
    (Filter.Eventually.of_forall fun x => ?_)
  have hA : x - P - (A - P) = x - A := by ring
  have hB : x - P - (B - P) = x - B := by ring
  simp only [chargeDist, hA, hB, pow_zero, one_mul]

/-- The slope of the overlap distribution is a combination of overlap distributions with the same or
neighbouring powers. -/
theorem hasDerivAt_chargeDist (p A B P : ℝ) (a b : ℕ) (x : ℝ) :
    HasDerivAt (chargeDist p A B P a b)
      ((a * chargeDist p A B P (a - 1) b x + b * chargeDist p A B P a (b - 1) x) +
        (-(2 * p) * chargeDist p A B P (a + 1) b x +
          2 * p * (P - A) * chargeDist p A B P a b x)) x := by
  have hl : ∀ c : ℝ, HasDerivAt (fun y : ℝ => y - c) 1 x :=
    fun c => (hasDerivAt_id' x).sub_const c
  have hg : HasDerivAt (fun y : ℝ => exp (-p * (y - P) ^ 2))
      (exp (-p * (x - P) ^ 2) * (-p * (2 * (x - P)))) x :=
    ((((hl P).fun_pow 2).const_mul (-p)).exp).congr_deriv (by simp)
  have h := (((hl A).fun_pow a).fun_mul ((hl B).fun_pow b)).fun_mul hg
  refine HasDerivAt.congr_deriv h ?_
  simp only [chargeDist, pow_succ (x - A) a]
  ring

/-- **Obara-Saika recurrence for overlaps**: raising the power on centre `A` by one. -/
theorem obara_saika {p : ℝ} (hp : 0 < p) (A B P : ℝ) (a b : ℕ) :
    overlap p A B P (a + 1) b = (P - A) * overlap p A B P a b +
      (a * overlap p A B P (a - 1) b + b * overlap p A B P a (b - 1)) / (2 * p) := by
  have hI := integrable_chargeDist hp A B P
  have h1 := (hI (a - 1) b).const_mul (a : ℝ)
  have h2 := (hI a (b - 1)).const_mul (b : ℝ)
  have h3 := (hI (a + 1) b).const_mul (-(2 * p))
  have h4 := (hI a b).const_mul (2 * p * (P - A))
  have h12 : Integrable (fun x => a * chargeDist p A B P (a - 1) b x +
      b * chargeDist p A B P a (b - 1) x) := h1.add h2
  have h34 : Integrable (fun x => -(2 * p) * chargeDist p A B P (a + 1) b x +
      2 * p * (P - A) * chargeDist p A B P a b x) := h3.add h4
  -- The total derivative integrates to zero.
  have h := integral_eq_zero_of_hasDerivAt_of_integrable
    (hasDerivAt_chargeDist p A B P a b) (h12.add h34) (hI a b)
  rw [integral_add h12 h34, integral_add h1 h2, integral_add h3 h4, integral_const_mul,
    integral_const_mul, integral_const_mul, integral_const_mul] at h
  change (a * overlap p A B P (a - 1) b + b * overlap p A B P a (b - 1)) +
    (-(2 * p) * overlap p A B P (a + 1) b + 2 * p * (P - A) * overlap p A B P a b) = 0 at h
  have hs : a * overlap p A B P (a - 1) b + b * overlap p A B P a (b - 1) =
      (overlap p A B P (a + 1) b - (P - A) * overlap p A B P a b) * (2 * p) := by
    linear_combination h
  rw [hs, mul_div_cancel_right₀ _ (by positivity : 2 * p ≠ 0)]
  ring

/-- The recurrence that raises the power on centre `B` by one. -/
theorem obara_saika_right {p : ℝ} (hp : 0 < p) (A B P : ℝ) (a b : ℕ) :
    overlap p A B P a (b + 1) = (P - B) * overlap p A B P a b +
      (a * overlap p A B P (a - 1) b + b * overlap p A B P a (b - 1)) / (2 * p) := by
  -- Exchanging the two centres together with their powers leaves the integral unchanged.
  have hc : ∀ m n : ℕ, overlap p B A P m n = overlap p A B P n m := by
    intro m n
    simp only [overlap, chargeDist, mul_comm ((_ - B) ^ m)]
  have h := obara_saika hp B A P b a
  rw [hc, hc, hc, hc] at h
  linear_combination h

/-- Horizontal transfer: a power is moved from centre `A` to centre `B`. -/
theorem horizontal_transfer {p : ℝ} (hp : 0 < p) (A B P : ℝ) (a b : ℕ) :
    overlap p A B P a (b + 1) = overlap p A B P (a + 1) b + (A - B) * overlap p A B P a b := by
  linear_combination obara_saika_right hp A B P a b - obara_saika hp A B P a b

/-- The start value of the recursion is `S(0,0) = √(π/p)`. -/
theorem overlap_zero_zero (p A B P : ℝ) : overlap p A B P 0 0 = √(π / p) := by
  simp only [overlap, chargeDist, pow_zero, one_mul]
  rw [integral_sub_right_eq_self (fun x : ℝ => exp (-p * x ^ 2)) P, integral_gaussian]

/-- A table of numbers with the start value `√(π/p)` that obeys the recurrences is the table
of overlap integrals. -/
theorem recursion_computes_overlap {p : ℝ} (hp : 0 < p) (A B P : ℝ) (T : ℕ → ℕ → ℝ)
    (h0 : T 0 0 = √(π / p))
    (hb : ∀ b : ℕ, T 0 (b + 1) = (P - B) * T 0 b + b * T 0 (b - 1) / (2 * p))
    (ha : ∀ a b : ℕ, T (a + 1) b =
      (P - A) * T a b + (a * T (a - 1) b + b * T a (b - 1)) / (2 * p)) (a b : ℕ) :
    T a b = overlap p A B P a b := by
  -- First the row `a = 0`, then all rows.
  have row : ∀ b, T 0 b = overlap p A B P 0 b := by
    intro b
    induction b using Nat.strong_induction_on with
    | _ b ih =>
      rcases b with _ | b
      · rw [h0, overlap_zero_zero]
      · rw [hb, obara_saika_right hp, ih b (by omega), ih (b - 1) (by omega)]
        simp only [Nat.cast_zero, zero_mul, zero_add]
  induction a using Nat.strong_induction_on generalizing b with
  | _ a ih =>
    rcases a with _ | a
    · exact row b
    · rw [ha, obara_saika hp, ih a (by omega) b, ih (a - 1) (by omega) b,
        ih a (by omega) (b - 1)]

/-- The Obara-Saika recurrence for the overlap of two Gaussian primitives with exponents
`α` and `β`. -/
theorem obara_saika_primitive {α β : ℝ} (hα : 0 < α) (hβ : 0 < β) (A B : ℝ) (a b : ℕ) :
    primitiveOverlap α β A B (a + 1) b =
      (center α β A B - A) * primitiveOverlap α β A B a b +
      (a * primitiveOverlap α β A B (a - 1) b + b * primitiveOverlap α β A B a (b - 1)) /
        (2 * (α + β)) := by
  have hs : α + β ≠ 0 := (add_pos hα hβ).ne'
  -- Gaussian product rule: two Gaussians merge into one at the weighted centre.
  have hK : ∀ m n : ℕ, primitiveOverlap α β A B m n =
      exp (-(α * β / (α + β)) * (A - B) ^ 2) *
        overlap (α + β) A B (center α β A B) m n := by
    intro m n
    rw [primitiveOverlap, overlap, ← integral_const_mul]
    congr 1
    funext x
    have h : exp (-α * (x - A) ^ 2) * exp (-β * (x - B) ^ 2) =
        exp (-(α * β / (α + β)) * (A - B) ^ 2) *
          exp (-(α + β) * (x - center α β A B) ^ 2) := by
      rw [← exp_add, ← exp_add]
      congr 1
      unfold center
      field_simp
      ring
    simp only [primitive, chargeDist]
    linear_combination ((x - A) ^ m * (x - B) ^ n) * h
  rw [hK, hK, hK, hK, obara_saika (add_pos hα hβ)]
  ring

end

end ObaraSaikaOverlap
```

```lean
#print axioms ObaraSaikaOverlap.horizontal_transfer
-- 'ObaraSaikaOverlap.horizontal_transfer' depends on axioms: [propext, Classical.choice, Quot.sound]
#print axioms ObaraSaikaOverlap.recursion_computes_overlap
-- 'ObaraSaikaOverlap.recursion_computes_overlap' depends on axioms: [propext, Classical.choice, Quot.sound]
#print axioms ObaraSaikaOverlap.obara_saika_primitive
-- 'ObaraSaikaOverlap.obara_saika_primitive' depends on axioms: [propext, Classical.choice, Quot.sound]
```

## How the proof follows the calculation

`integrable_chargeDist` moves the Gaussian to the origin and carries an extra factor \(x^n\). Induction on the two powers uses \(x^n(x-c)=x^{n+1}-c\,x^n\) to reduce everything to \(x^n e^{-px^2}\), whose integrability Mathlib supplies.

`hasDerivAt_chargeDist` applies the product and chain rules, and `ring` regroups the result into terms with the same or neighbouring powers. In `obara_saika`, the lemma `integral_eq_zero_of_hasDerivAt_of_integrable` takes the place of the boundary argument: it needs the function and its derivative to be integrable. Linearity splits the integral, and algebra isolates \(S(a+1,b)\).

`obara_saika_right` exchanges the centres, and `horizontal_transfer` subtracts the two recurrences. `overlap_zero_zero` combines translation invariance with the Gaussian integral. It states no condition on \(p\), but the formula has its usual meaning only for \(p>0\): otherwise the integral diverges, and Lean's conventions give both sides the value \(0\).

`recursion_computes_overlap` takes any table `T` with the right start value and recurrences and shows that it equals the integrals. Strong induction settles the row \(a=0\) first, then all rows, since the recurrences reach back two steps. The entries are exact real numbers, so rounding error is not addressed.

Finally, `obara_saika_primitive` proves the product rule as `hK`, substitutes it into each overlap, and uses `obara_saika`; the common factor \(K\) passes through the linear recurrence.
